# Conjugation by the exponential of a one-body operator mixes fermionic creators linearly

If a program rotates its orbitals with one matrix and its many-electron states with the exponential of a one-body operator, a wrong sign or a transpose between the two can leave states that no longer belong to the stored orbitals. The theorems below give the correct match at the level of creators and annihilators, for fermionic modes represented by finite matrices.

```lean
import Mathlib

open Matrix NormedSpace

namespace OrbitalRotation

noncomputable section

variable {m n : Type*} [Fintype m] [DecidableEq m] [Fintype n] [DecidableEq n]

/-- The canonical anticommutation relations for annihilation matrices `a p`, whose conjugate
transposes are the creation matrices. -/
structure IsCAR (a : n → Matrix m m ℂ) : Prop where
  anti : ∀ p q, a p * a q + a q * a p = 0
  mixed : ∀ p q, a p * (a q)ᴴ + (a q)ᴴ * a p = if p = q then 1 else 0

/-- The second-quantized one-body operator `∑ k_pq a_p† a_q` of a matrix `k`. -/
def oneBody (a : n → Matrix m m ℂ) (k : Matrix n n ℂ) : Matrix m m ℂ :=
  ∑ p, ∑ q, k p q • ((a p)ᴴ * a q)

omit [DecidableEq m] [DecidableEq n] in
/-- An anti-Hermitian matrix `k` gives an anti-Hermitian one-body operator. -/
theorem oneBody_antiHermitian (a : n → Matrix m m ℂ) {k : Matrix n n ℂ} (hk : kᴴ = -k) :
    (oneBody a k)ᴴ = -oneBody a k := by
  have h1 : (oneBody a k)ᴴ = oneBody a kᴴ := by
    simp only [oneBody, conjTranspose_sum, conjTranspose_smul, conjTranspose_mul,
      conjTranspose_conjTranspose, conjTranspose_apply]
    exact Finset.sum_comm
  rw [h1, hk]
  simp only [oneBody, Matrix.neg_apply, neg_smul, Finset.sum_neg_distrib]

/-- Under the anticommutation relations, the commutator of a one-body operator with a creator
is a combination of creators: `[K, a_r†] = ∑ k_pr a_p†`. -/
theorem commutator_creator {a : n → Matrix m m ℂ} (ha : IsCAR a) (k : Matrix n n ℂ) (r : n) :
    oneBody a k * (a r)ᴴ - (a r)ᴴ * oneBody a k = ∑ p, k p r • (a p)ᴴ := by
  have key : ∀ p q, (a p)ᴴ * a q * (a r)ᴴ - (a r)ᴴ * ((a p)ᴴ * a q)
      = if q = r then (a p)ᴴ else 0 := by
    intro p q
    -- two creators anticommute
    have h2 : (a p)ᴴ * (a r)ᴴ + (a r)ᴴ * (a p)ᴴ = 0 := by
      rw [← conjTranspose_mul, ← conjTranspose_mul, ← conjTranspose_add, ha.anti,
        conjTranspose_zero]
    calc _ = (a p)ᴴ * (a q * (a r)ᴴ + (a r)ᴴ * a q)
          - ((a p)ᴴ * (a r)ᴴ + (a r)ᴴ * (a p)ᴴ) * a q := by noncomm_ring
      _ = _ := by
        rw [ha.mixed, h2]
        split_ifs <;> simp
  simp only [oneBody, Finset.sum_mul, Finset.mul_sum, smul_mul_assoc, mul_smul_comm,
    ← Finset.sum_sub_distrib, ← smul_sub, key]
  simp [smul_ite]

/-- If commuting with `K` acts on the image of a continuous linear map `L` as left
multiplication by `k`, then conjugation by `exp K` undoes the factor `exp (-k)`. -/
theorem exp_intertwine {A B : Type*} [NormedRing A] [NormedAlgebra ℂ A] [CompleteSpace A]
    [Algebra ℚ A] [NormedRing B] [NormedAlgebra ℂ B] [CompleteSpace B] [Algebra ℚ B]
    (L : B →L[ℂ] A) (K : A) (k : B) (hL : ∀ M, K * L M - L M * K = L (k * M)) :
    exp K * L (exp (-k)) * exp (-K) = L 1 := by
  have alg : ∀ E X F : A,
      (E * K * X + E * (-(K * X - X * K))) * F + E * X * (-K * F) = 0 := by
    intro E X F
    noncomm_ring
  -- the interpolating curve has zero derivative
  have hG : ∀ t : ℂ, HasDerivAt
      (fun t : ℂ => exp (t • K) * L (exp (t • (-k))) * exp (t • (-K))) 0 t := by
    intro t
    have hE := hasDerivAt_exp_smul_const K t
    have hF := hasDerivAt_exp_smul_const' (-K) t
    have hX : HasDerivAt (fun t : ℂ => L (exp (t • (-k))))
        (-(K * L (exp (t • (-k))) - L (exp (t • (-k))) * K)) t := by
      rw [hL, ← map_neg, ← neg_mul]
      exact L.hasFDerivAt.comp_hasDerivAt t (hasDerivAt_exp_smul_const' (-k) t)
    exact ((hE.fun_mul hX).fun_mul hF).congr_deriv (alg _ _ _)
  have hc := is_const_of_deriv_eq_zero (fun t => (hG t).differentiableAt)
    (fun t => (hG t).deriv) 1 0
  simpa only [one_smul, zero_smul, NormedSpace.exp_zero, one_mul, mul_one] using hc

private theorem exp_neg_mul_exp (A : Matrix m m ℂ) : exp (-A) * exp A = 1 := by
  rw [← Matrix.exp_add_of_commute _ _ (Commute.refl A).neg_left, neg_add_cancel,
    NormedSpace.exp_zero]

/-- Orbital rotation of creators: under the anticommutation relations,
`exp(-K) a_p† exp(K) = ∑ exp(-k)_qp a_q†` for every complex matrix `k`. -/
theorem creator_rotation {a : n → Matrix m m ℂ} (ha : IsCAR a) (k : Matrix n n ℂ) (p : n) :
    exp (-oneBody a k) * (a p)ᴴ * exp (oneBody a k) = ∑ q, exp (-k) q p • (a q)ᴴ := by
  -- column `p` of a matrix, read as a combination of creators
  let L : Matrix n n ℂ →ₗ[ℂ] Matrix m m ℂ :=
    { toFun := fun M => ∑ q, M q p • (a q)ᴴ
      map_add' := fun M N => by simp [add_smul, Finset.sum_add_distrib]
      map_smul' := fun c M => by simp [Finset.smul_sum, smul_smul] }
  have hL : ∀ M, L M = ∑ q, M q p • (a q)ᴴ := fun _ => rfl
  have hcomm : ∀ M, oneBody a k * L M - L M * oneBody a k = L (k * M) := by
    intro M
    rw [hL, hL]
    simp only [Finset.mul_sum, Finset.sum_mul, mul_smul_comm, smul_mul_assoc,
      ← Finset.sum_sub_distrib, ← smul_sub, commutator_creator ha]
    simp only [Finset.smul_sum, smul_smul, Matrix.mul_apply, Finset.sum_smul]
    rw [Finset.sum_comm]
    exact Finset.sum_congr rfl fun r _ => Finset.sum_congr rfl fun q _ => by rw [mul_comm]
  have hc : exp (oneBody a k) * L (exp (-k)) * exp (-oneBody a k) = L 1 := by
    let : NormedRing (Matrix m m ℂ) := Matrix.linftyOpNormedRing
    let : NormedAlgebra ℂ (Matrix m m ℂ) := Matrix.linftyOpNormedAlgebra
    let : NormedRing (Matrix n n ℂ) := Matrix.linftyOpNormedRing
    let : NormedAlgebra ℂ (Matrix n n ℂ) := Matrix.linftyOpNormedAlgebra
    exact exp_intertwine (LinearMap.toContinuousLinearMap L) (oneBody a k) k hcomm
  have h1 : L 1 = (a p)ᴴ := by simp [hL, Matrix.one_apply]
  have hE := exp_neg_mul_exp (oneBody a k)
  rw [← hL, ← h1, ← hc]
  calc _ = (exp (-oneBody a k) * exp (oneBody a k)) * L (exp (-k))
        * (exp (-oneBody a k) * exp (oneBody a k)) := by simp only [mul_assoc]
    _ = _ := by rw [hE, one_mul, mul_one]

private theorem conjTranspose_rotated (a : n → Matrix m m ℂ) {k : Matrix n n ℂ}
    (hk : kᴴ = -k) (X : Matrix m m ℂ) :
    (exp (-oneBody a k) * X * exp (oneBody a k))ᴴ
      = exp (-oneBody a k) * Xᴴ * exp (oneBody a k) := by
  simp only [conjTranspose_mul, ← Matrix.exp_conjTranspose, conjTranspose_neg,
    oneBody_antiHermitian a hk, neg_neg, mul_assoc]

private theorem conj_mul {E F : Matrix m m ℂ} (h : F * E = 1) (X Y : Matrix m m ℂ) :
    E * (X * Y) * F = (E * X * F) * (E * Y * F) := by
  calc _ = E * X * (F * E) * (Y * F) := by rw [h, mul_one]; simp only [mul_assoc]
    _ = _ := by simp only [mul_assoc]

/-- For anti-Hermitian `k` and operators obeying the anticommutation relations, annihilators
rotate with the complex conjugate coefficients. -/
theorem annihilator_rotation {a : n → Matrix m m ℂ} (ha : IsCAR a) {k : Matrix n n ℂ}
    (hk : kᴴ = -k) (p : n) :
    exp (-oneBody a k) * a p * exp (oneBody a k) = ∑ q, star (exp (-k) q p) • a q := by
  have e := conjTranspose_rotated a hk (a p)ᴴ
  rw [creator_rotation ha, conjTranspose_conjTranspose] at e
  rw [← e]
  simp only [conjTranspose_sum, conjTranspose_smul, conjTranspose_conjTranspose]

/-- For anti-Hermitian `k`, the rotated annihilators `exp(-K) a_p exp(K)` again obey the
anticommutation relations if the original ones do. -/
theorem rotated_isCAR {a : n → Matrix m m ℂ} (ha : IsCAR a) {k : Matrix n n ℂ}
    (hk : kᴴ = -k) :
    IsCAR fun p => exp (-oneBody a k) * a p * exp (oneBody a k) := by
  have hE := exp_neg_mul_exp (oneBody a k)
  have hF := mul_eq_one_comm.mp hE
  refine ⟨fun p q => ?_, fun p q => ?_⟩
  · rw [← conj_mul hF, ← conj_mul hF, ← add_mul, ← mul_add, ha.anti, mul_zero, zero_mul]
  · rw [conjTranspose_rotated a hk, ← conj_mul hF, ← conj_mul hF, ← add_mul, ← mul_add,
      ha.mixed]
    split_ifs <;> simp [hE]

/-- Jordan–Wigner annihilation matrices of two modes, in the occupation basis
`|00⟩, |01⟩, |10⟩, |11⟩`. -/
def jordanWigner : Fin 2 → Matrix (Fin 4) (Fin 4) ℂ :=
  ![!![0, 0, 1, 0; 0, 0, 0, 1; 0, 0, 0, 0; 0, 0, 0, 0],
    !![0, 1, 0, 0; 0, 0, 0, 0; 0, 0, 0, -1; 0, 0, 0, 0]]

/-- The two-mode Jordan–Wigner matrices obey the canonical anticommutation relations. -/
theorem isCAR_witness : IsCAR jordanWigner := by
  -- expand all products into entries, then check every entry
  constructor <;> intro p q <;> ext i j <;>
    simp only [Matrix.add_apply, Matrix.mul_apply, conjTranspose_apply, Fin.sum_univ_four] <;>
    fin_cases p <;> fin_cases q <;> fin_cases i <;> fin_cases j <;>
    simp [jordanWigner]

end

end OrbitalRotation
```

```lean
#print axioms OrbitalRotation.commutator_creator
#print axioms OrbitalRotation.annihilator_rotation
#print axioms OrbitalRotation.rotated_isCAR
```

```
'OrbitalRotation.commutator_creator' depends on axioms: [propext, Classical.choice, Quot.sound]
'OrbitalRotation.annihilator_rotation' depends on axioms: [propext, Classical.choice, Quot.sound]
'OrbitalRotation.rotated_isCAR' depends on axioms: [propext, Classical.choice, Quot.sound]
```

## Creators, coefficients and the sign of the exponent

The type `n` labels the modes, for instance spin orbitals, and `m` labels the basis states of the many-electron space. For each mode $p$ the annihilator $a_p$ is a complex matrix `a p`, and the creator $a_p^\dagger$ is its conjugate transpose `(a p)ᴴ`. The structure `IsCAR a` contains the canonical anticommutation relations

$$a_pa_q+a_qa_p=0,\qquad a_pa_q^\dagger+a_q^\dagger a_p=\delta_{pq}.$$

They express Pauli exclusion and the antisymmetry of electrons in orthonormal orbitals. For a complex matrix $k$ indexed by modes, `oneBody a k` is

$$K=\sum_{pq}k_{pq}\,a_p^\dagger a_q .$$

The main theorem, `creator_rotation`, says that for every complex $k$

$$e^{-K}a_p^\dagger e^{K}=\sum_q (e^{-k})_{qp}\,a_q^\dagger .$$

The coefficients of the new creator $p$ stand in column $p$ of $e^{-k}$, as `exp (-k) q p` shows. For states, take a vacuum that every annihilator sends to zero. Then $K$ also sends it to zero, and $e^{-K}$ leaves it unchanged. Applied to a product of creators acting on this vacuum, $e^{-K}$ therefore replaces each creator by its rotated one, so states multiplied by $e^{-K}$ go with orbitals rotated by $e^{-k}$. This last step is not part of the Lean file.

Three further theorems assume that $k$ is anti-Hermitian, written `kᴴ = -k`. This condition makes $e^{-k}$ unitary, so that it takes orthonormal orbitals to orthonormal orbitals. Then $K$ is anti-Hermitian too (`oneBody_antiHermitian`, which does not need the anticommutation relations), the annihilators rotate with the conjugate coefficients (`annihilator_rotation`), and the rotated operators again satisfy `IsCAR` (`rotated_isCAR`).

A single mode shows what the condition does. If $k$ is a nonzero real number, then $e^{-K}a^\dagger e^{K}=e^{-k}a^\dagger$ but $e^{-K}a\,e^{K}=e^{k}a$, and these two are no longer adjoints of each other.

In Hartree–Fock and multiconfigurational calculations with a finite orbital basis, a unitary orbital change can be written as the exponential of an anti-Hermitian matrix, and this correspondence carries the change over to the many-electron space. The file treats finitely many modes on a finite-dimensional space, and contains no Hamiltonian or energy.

The last theorem, `isCAR_witness`, supplies a concrete example of the relations: two Jordan–Wigner modes on four states. The entry $-1$ in the second matrix is the sign picked up when the second mode is emptied while the first is occupied.

## Commuting with $K$ multiplies the coefficients by $k$

Taking the adjoint of the first anticommutation relation shows that creators anticommute. Hence

$$\begin{aligned}
[a_p^\dagger a_q,a_r^\dagger]
&=a_p^\dagger(a_qa_r^\dagger+a_r^\dagger a_q)-(a_p^\dagger a_r^\dagger+a_r^\dagger a_p^\dagger)a_q\\
&=\delta_{qr}\,a_p^\dagger .
\end{aligned}$$

Multiplying by $k_{pq}$ and summing gives

$$[K,a_r^\dagger]=\sum_p k_{pr}\,a_p^\dagger .$$

This is `commutator_creator`. Its inner statement `key` is the calculation for one product, where `noncomm_ring` checks the regrouping.

Now fix $p$, and for any matrix $M$ indexed by modes let

$$L(M)=\sum_q M_{qp}\,a_q^\dagger ,$$

so that $L$ reads column $p$ as a combination of creators. In particular $L(1)=a_p^\dagger$. The commutator formula gives

$$[K,L(M)]=\sum_r M_{rp}\sum_q k_{qr}\,a_q^\dagger=\sum_q (kM)_{qp}\,a_q^\dagger=L(kM).$$

In `creator_rotation` this identity is called `hcomm`.

## A curve with zero derivative

Consider

$$G(t)=e^{tK}L(e^{-tk})e^{-tK}.$$

Since $L$ is linear, the middle factor has derivative $-L(ke^{-tk})=-[K,L(e^{-tk})]$. The two outer factors contribute $+[K,L(e^{-tk})]$ between the exponentials, so

$$G'(t)=e^{tK}\bigl([K,L(e^{-tk})]-[K,L(e^{-tk})]\bigr)e^{-tK}=0 .$$

Therefore $G(1)=G(0)$, which reads

$$e^{K}L(e^{-k})e^{-K}=L(1)=a_p^\dagger .$$

Multiplying by $e^{-K}$ on the left and $e^{K}$ on the right gives the rotation formula.

The lemma `exp_intertwine` carries out this argument for a continuous linear map between complete normed algebras, with $t$ complex. Its `hG` is the product rule, `alg` is the cancellation, and `is_const_of_deriv_eq_zero` compares $t=1$ with $t=0$. To apply it, `creator_rotation` chooses a norm on the matrices; $L$ is continuous because the spaces are finite-dimensional.

## Adjoints and the rotated relations

For anti-Hermitian $k$, exchanging the summation indices gives

$$K^\dagger=\sum_{pq}\overline{k_{pq}}\,a_q^\dagger a_p=\sum_{pq}(k^\dagger)_{qp}\,a_q^\dagger a_p=-K .$$

So for every matrix $X$ on the many-electron space

$$(e^{-K}Xe^{K})^\dagger=e^{K^\dagger}X^\dagger e^{-K^\dagger}=e^{-K}X^\dagger e^{K},$$

which is `conjTranspose_rotated`. With $X=a_p^\dagger$, the adjoint of the creator formula becomes

$$e^{-K}a_pe^{K}=\sum_q\overline{(e^{-k})_{qp}}\,a_q .$$

For the anticommutation relations, write $\tilde a_p=e^{-K}a_pe^{K}$. The same adjoint rule gives $\tilde a_q^\dagger=e^{-K}a_q^\dagger e^{K}$. Inserting $e^{K}e^{-K}=1$ between two factors, as `conj_mul` does, yields

$$\begin{aligned}
\tilde a_p\tilde a_q+\tilde a_q\tilde a_p&=e^{-K}(a_pa_q+a_qa_p)e^{K}=0,\\
\tilde a_p\tilde a_q^\dagger+\tilde a_q^\dagger\tilde a_p&=e^{-K}\delta_{pq}\,e^{K}=\delta_{pq}.
\end{aligned}$$

These are the two parts of `rotated_isCAR`. For the Jordan–Wigner matrices, `isCAR_witness` expands the products and checks both relations entry by entry for every pair of modes.
